# The first-order limit of RPA amplitudes that vanish with the coupling

In the random-phase approximation (RPA), the amplitudes T = Y X⁻¹ compare the de-excitation block Y of a solution with its excitation block X. The theorem `tendsto_amplitude` takes finite complex matrices, positive bare excitation energies ε_p and real coupling α, with A = diag(ε) + αW and the other coupling block equal to αB. It assumes a family of solutions for small nonzero α, with X invertible but no normalisation imposed, whose amplitudes T tend to zero with α, and concludes that T/α tends to the matrix with entries −B*_{pq}/(ε_p + ε_q), where the star is complex conjugation. The attempt divides the Riccati equation for T by α, which expresses T/α as a continuous function of T, and then lets T go to zero.

The failing Lean file:

```lean
import Mathlib

open Matrix Filter Topology

namespace RPAExchangePrefactor

noncomputable section

variable {n o v : Type*} [Fintype n] [DecidableEq n]
  [Fintype o] [LinearOrder o] [Fintype v] [LinearOrder v]

/-- The RPA equations, excitation and de-excitation rows, with an invertible block `X`. -/
structure IsRPASolution (A B X Y Ω : Matrix n n ℂ) : Prop where
  unit : IsUnit X.det
  exc : A * X + B * Y = X * Ω
  deexc : B.map star * X + A.map star * Y = -(Y * Ω)

/-- The matrix `A` at coupling strength `α`: bare excitation energies plus `α` times `W`. -/
def coupledA (ε : n → ℝ) (W : Matrix n n ℂ) (α : ℝ) : Matrix n n ℂ :=
  diagonal (fun p => (ε p : ℂ)) + (α : ℂ) • W

/-- A family of RPA solutions at small nonzero coupling whose amplitudes `Y X⁻¹` vanish
as the coupling is switched off. -/
def IsRPABranch (ε : n → ℝ) (W B : Matrix n n ℂ) (X Y Ω : ℝ → Matrix n n ℂ) : Prop :=
  (∀ᶠ α in 𝓝[≠] (0 : ℝ),
    IsRPASolution (coupledA ε W α) ((α : ℂ) • B) (X α) (Y α) (Ω α)) ∧
  Tendsto (fun α => Y α * (X α)⁻¹) (𝓝[≠] 0) (𝓝 0)

/-- The amplitudes `-W/Δ`, for nonzero energy denominators `Δ = ε p + ε q`. -/
def amplitude (ε : n → ℝ) (W : Matrix n n ℂ) : Matrix n n ℂ :=
  Matrix.of fun p q => -W p q / ((ε p + ε q : ℝ) : ℂ)

omit [DecidableEq n] [Fintype n] in
private theorem map_star_smul (α : ℝ) (B : Matrix n n ℂ) :
    ((α : ℂ) • B).map star = (α : ℂ) • B.map star := by
  ext p q
  simp

private theorem row_mul_inv {M N X Y Z : Matrix n n ℂ} (hX : IsUnit X.det)
    (h : M * X + N * Y = Z) : M + N * (Y * X⁻¹) = Z * X⁻¹ := by
  rw [← h, add_mul, mul_assoc M, mul_nonsing_inv X hX, mul_one, mul_assoc N]

/-- The RPA amplitudes `T = Y X⁻¹` solve the Riccati equation. -/
theorem riccati {A B X Y Ω : Matrix n n ℂ} (h : IsRPASolution A B X Y Ω) :
    B.map star + A.map star * (Y * X⁻¹) + (Y * X⁻¹) * A
      + (Y * X⁻¹) * B * (Y * X⁻¹) = 0 := by
  have e1 := row_mul_inv h.unit h.exc
  have e2 := row_mul_inv h.unit h.deexc
  have e3 : (Y * X⁻¹) * (X * Ω * X⁻¹) = Y * Ω * X⁻¹ := by
    calc (Y * X⁻¹) * (X * Ω * X⁻¹) = Y * (X⁻¹ * X) * Ω * X⁻¹ := by simp only [mul_assoc]
      _ = Y * Ω * X⁻¹ := by rw [nonsing_inv_mul X h.unit, mul_one]
  rw [mul_assoc (Y * X⁻¹) B, add_assoc, ← mul_add, e1, e2, e3, neg_mul, neg_add_cancel]

/-- For positive gaps the linearised amplitude equation has `-W/Δ` as its only solution. -/
theorem linearised_iff {ε : n → ℝ} (hε : ∀ p, 0 < ε p) (W T : Matrix n n ℂ) :
    W + diagonal (fun p => (ε p : ℂ)) * T + T * diagonal (fun p => (ε p : ℂ)) = 0
      ↔ T = amplitude ε W := by
  have hne : ∀ p q, ((ε p + ε q : ℝ) : ℂ) ≠ 0 := fun p q =>
    Complex.ofReal_ne_zero.2 (add_pos (hε p) (hε q)).ne'
  have key : ∀ p q, (W + diagonal (fun p => (ε p : ℂ)) * T
      + T * diagonal (fun p => (ε p : ℂ))) p q
      = W p q + ((ε p + ε q : ℝ) : ℂ) * T p q := by
    intro p q
    simp only [Matrix.add_apply, diagonal_mul, mul_diagonal, Complex.ofReal_add]
    ring
  constructor
  · intro h
    ext p q
    have e := key p q
    rw [h, Matrix.zero_apply] at e
    simp only [amplitude, Matrix.of_apply]
    rw [eq_div_iff (hne p q)]
    linear_combination -e
  · intro h
    ext p q
    rw [key, h]
    simp only [amplitude, Matrix.of_apply, Matrix.zero_apply]
    linear_combination div_mul_cancel₀ (-W p q) (hne p q)

/-- Along an RPA branch with positive gaps, the amplitudes divided by the coupling tend
to the first-order amplitudes. -/
theorem tendsto_amplitude {ε : n → ℝ} (hε : ∀ p, 0 < ε p) {W B : Matrix n n ℂ}
    {X Y Ω : ℝ → Matrix n n ℂ} (h : IsRPABranch ε W B X Y Ω) :
    Tendsto (fun α : ℝ => (α : ℂ)⁻¹ • (Y α * (X α)⁻¹)) (𝓝[≠] 0)
      (𝓝 (amplitude ε (B.map star))) := by
  let F : Matrix n n ℂ → Matrix n n ℂ := fun T =>
    B.map star + W.map star * T + T * W + T * B * T
  have hF : Continuous F := by
    dsimp only [F]
    fun_prop
  have hG : Continuous fun T => amplitude ε (F T) :=
    continuous_matrix fun p q => ((hF.matrix_elem p q).neg).div_const _
  have h0 : F 0 = B.map star := by simp [F]
  have hlim := (hG.tendsto 0).comp h.2
  rw [h0] at hlim
  refine hlim.congr' ?_
  filter_upwards [h.1, self_mem_nhdsWithin] with α hα hne
  have hα0 : (α : ℂ) ≠ 0 := Complex.ofReal_ne_zero.2 hne
  have hA : (coupledA ε W α).map star = coupledA ε (W.map star) α := by
    ext p q
    by_cases hpq : p = q <;> simp [coupledA, Matrix.diagonal_apply, hpq]
  have hr := riccati hα
  rw [map_star_smul, hA] at hr
  generalize Y α * (X α)⁻¹ = T at hr
  -- the Riccati equation divided by the coupling
  refine ((linearised_iff hε (F T) ((α : ℂ)⁻¹ • T)).1 ?_).symm
  have e := congrArg (fun M => (α : ℂ)⁻¹ • M) hr
  simp only [coupledA, add_mul, mul_add, smul_mul_assoc, mul_smul_comm, smul_add,
    smul_zero, inv_smul_smul₀ hα0] at e
  simp only [F, smul_mul_assoc, mul_smul_comm]
  rw [← e]
  abel

end

end RPAExchangePrefactor
```

Messages:

```
Main.lean:106:2: error: Type mismatch
  Eq.symm ((linearised_iff hε (F T) ((↑α)⁻¹ • T)).mp ?m.442)
has type
  amplitude ε (F T) = (↑α)⁻¹ • T
but is expected to have type
  ((fun T => amplitude ε (F T)) ∘ fun α => Y α * (X α)⁻¹) α = (↑α)⁻¹ • T
Main.lean:101:45: warning: This simp argument is unused:
  Matrix.diagonal_apply

Hint: Omit it from the simp argument list.
  [apply] simp [coupledA, hpq]

Note: This linter can be disabled with `set_option linter.unusedSimpArgs false`
```

What went wrong. The error is a type mismatch at the `refine` that uses `linearised_iff`. That step offers an equation with `T` on both sides, but the goal has `T` only on the right. Its left side is still a composition of functions applied to `α`.

The cause is the `generalize` before it, which replaces visible copies of `Y α * (X α)⁻¹` by a new variable `T`. On the left the product stood inside `fun α => ...`, written with that function's own bound variable, so it was not matched. Evaluating the composition afterwards gives back the original product, which Lean can no longer identify with the arbitrary matrix `T`.

The added `change` restates the goal with the composition evaluated, so the product appears openly on both sides and `generalize` replaces both. The added `⊢` names the goal as a target; the message shows that the right side was already being replaced without it, so the `change` is what cures the error.

Removing `Matrix.diagonal_apply` is mere tidying: the warning says that `simp` did not use it.

The change, after which it compiles:

```diff
@@ -99,8 +99,9 @@
   have hA : (coupledA ε W α).map star = coupledA ε (W.map star) α := by
     ext p q
-    by_cases hpq : p = q <;> simp [coupledA, Matrix.diagonal_apply, hpq]
+    by_cases hpq : p = q <;> simp [coupledA, hpq]
   have hr := riccati hα
   rw [map_star_smul, hA] at hr
-  generalize Y α * (X α)⁻¹ = T at hr
+  change amplitude ε (F (Y α * (X α)⁻¹)) = (α : ℂ)⁻¹ • (Y α * (X α)⁻¹)
+  generalize Y α * (X α)⁻¹ = T at hr ⊢
   -- the Riccati equation divided by the coupling
   refine ((linearised_iff hε (F T) ((α : ℂ)⁻¹ • T)).1 ?_).symm
```
